# Explicit p-vectors that complete a unit vector of s-coefficients, the first not −1, to orthonormal hybrids

From one s orbital and `n` p orbitals, taken as an orthonormal basis, `n + 1` hybrids with real coefficients are to be built, hybrid `i` having the prescribed s-coefficient `a i`. The theorem `canonicalP_isHybridSet` assumes that the squares of the s-coefficients sum to 1 and that `c * (1 + a 0) = 1`, which rules out `a 0 = -1`. With `b` the tail of `a` after `a 0`, it states that the hybrids are orthonormal if hybrid 0 has the p-vector `-b` and the others have the unit vectors along the p orbitals, each less `c` times its own component of `b` times `b`. The proof writes each overlap as the product of the s-coefficients plus the dot product of the p-vectors and treats hybrid 0 and the others as separate cases. The remaining algebra is left to `ring` for hybrid 0 with itself and to `linear_combination` in the other cases.

As first written in Lean, the proof fails:

```lean
import Mathlib

open Matrix

namespace CanonicalPIsHybridSet

variable {n : ℕ}

/-- The coefficient vector of hybrid `i` in the basis of one s orbital and `n` p orbitals:
first the s-coefficient `a i`, then the p-vector `v i`. -/
def hybrid (a : Fin (n + 1) → ℝ) (v : Fin (n + 1) → Fin n → ℝ) (i : Fin (n + 1)) :
    Fin (n + 1) → ℝ :=
  Matrix.vecCons (a i) (v i)

/-- The `n + 1` hybrids with s-coefficients `a` and p-vectors `v` are orthonormal. -/
def IsHybridSet (a : Fin (n + 1) → ℝ) (v : Fin (n + 1) → Fin n → ℝ) : Prop :=
  ∀ i j, hybrid a v i ⬝ᵥ hybrid a v j = if i = j then 1 else 0

/-- The overlap of two hybrids is the product of their s-coefficients plus the dot product
of their p-vectors. -/
theorem overlap (a : Fin (n + 1) → ℝ) (v : Fin (n + 1) → Fin n → ℝ) (i j : Fin (n + 1)) :
    hybrid a v i ⬝ᵥ hybrid a v j = a i * a j + v i ⬝ᵥ v j := by
  rw [dotProduct, Fin.sum_univ_succ]
  simp only [hybrid, dotProduct, Matrix.cons_val_zero, Matrix.cons_val_succ]

/-- The p-vectors `canonicalP a c`: minus the tail `b` of `a` for hybrid `0`, and
`eᵢ - c bᵢ b` for the others, with `eᵢ` the unit vector along the p orbital `i`. -/
def canonicalP (a : Fin (n + 1) → ℝ) (c : ℝ) : Fin (n + 1) → Fin n → ℝ :=
  Matrix.vecCons (-(fun k : Fin n => a k.succ))
    (fun i : Fin n => (Pi.single i (1 : ℝ) : Fin n → ℝ) -
      (c * a i.succ) • (fun k : Fin n => a k.succ))

/-- If `a` is a unit vector and `c` is the reciprocal of `1 + a 0`, the explicit p-vectors
`canonicalP a c` complete the s-coefficients `a` to orthonormal hybrids. -/
theorem canonicalP_isHybridSet {a : Fin (n + 1) → ℝ} {c : ℝ}
    (ha : ∑ i, a i ^ 2 = 1) (hc : c * (1 + a 0) = 1) :
    IsHybridSet a (canonicalP a c) := by
  obtain ⟨b, hb⟩ : ∃ b : Fin n → ℝ, b = fun k : Fin n => a k.succ := ⟨_, rfl⟩
  have hbi : ∀ k : Fin n, a k.succ = b k := fun k => by rw [hb]
  have hs : b ⬝ᵥ b = 1 - a 0 ^ 2 := by
    rw [Fin.sum_univ_succ] at ha
    have hbb : b ⬝ᵥ b = ∑ k : Fin n, a k.succ ^ 2 := by
      simp only [dotProduct, hbi, pow_two]
    linarith
  have e0 : canonicalP a c 0 = -b := by
    simp only [canonicalP, Matrix.cons_val_zero, hb]
  have eS : ∀ i : Fin n, canonicalP a c i.succ =
      (Pi.single i (1 : ℝ) : Fin n → ℝ) - (c * b i) • b := by
    intro i
    simp only [canonicalP, Matrix.cons_val_succ, hb]
  intro i j
  rw [overlap]
  cases i using Fin.cases with
  | zero =>
    cases j using Fin.cases with
    | zero =>
      rw [e0, if_pos rfl]
      simp only [neg_dotProduct, dotProduct_neg, neg_neg, hs]
      ring
    | succ j =>
      rw [e0, eS, if_neg (Fin.succ_ne_zero j).symm, hbi j]
      simp only [neg_dotProduct, dotProduct_sub, dotProduct_smul, dotProduct_single,
        smul_eq_mul, hs]
      linear_combination b j * (1 - a 0) * hc
  | succ i =>
    cases j using Fin.cases with
    | zero =>
      rw [e0, eS, if_neg (Fin.succ_ne_zero i), hbi i]
      simp only [dotProduct_neg, sub_dotProduct, smul_dotProduct, single_dotProduct,
        smul_eq_mul, hs]
      linear_combination b i * (1 - a 0) * hc
    | succ j =>
      have hd : (Pi.single i (1 : ℝ) : Fin n → ℝ) ⬝ᵥ (Pi.single j (1 : ℝ) : Fin n → ℝ) =
          if i = j then 1 else 0 := by
        rw [single_dotProduct, one_mul, Pi.single_apply]
      have hδ : (if i.succ = j.succ then (1 : ℝ) else 0) = if i = j then 1 else 0 := by
        simp only [Fin.succ_inj]
      rw [eS i, hδ, hbi i, hbi j, eS j]
      simp only [sub_dotProduct, dotProduct_sub, smul_dotProduct, dotProduct_smul, smul_eq_mul]
      rw [hd, single_dotProduct, dotProduct_single, hs]
      linear_combination b i * b j * (c * (1 - a 0) - 1) * hc

end CanonicalPIsHybridSet
```

Compiling this gives:

```
Main.lean:64:6: error: ring failed, ring expressions not equal
n : ℕ
a : Fin (n + 1) → ℝ
c : ℝ
ha : ∑ i, a i ^ 2 = 1
hc : c * (1 + a 0) = 1
b : Fin n → ℝ
hb : b = fun k => a k.succ
hbi : ∀ (k : Fin n), a k.succ = b k
hs : b ⬝ᵥ b = 1 - a 0 ^ 2
e0 : canonicalP a c 0 = -b
eS : ∀ (i : Fin n), canonicalP a c i.succ = Pi.single i 1 - (c * b i) • b
j : Fin n
⊢ b j + (-b) j = 0
```

The error is in the case of hybrid 0 against one of the others. The equation left over, `b j + (-b) j = 0`, is true, but `ring`, which `linear_combination` calls to finish, can't prove it. In `(-b) j` the minus sign belongs to the function `b`, not to the number `b j`, and `ring` takes the whole of `(-b) j` as an unknown unrelated to `b j`.

The term comes from the `simp only` before it. The dot product of `-b` with the unit vector `Pi.single j 1` was evaluated by `dotProduct_single` while the minus sign was still inside, which gives the entry `(-b) j`. `neg_dotProduct` takes a sign out of a dot product, and here there was no longer a dot product to take it out of. No other lemma in the list rewrites `(-b) j`.

The repair adds `Pi.neg_apply` to the list, which turns `(-b) j` into `-b j`, the negative of the number `b j`. The two terms then cancel, and the `linear_combination` line works as it stood.

Fix (accepted with no message):

```diff
@@ -60,5 +60,5 @@
     | succ j =>
       rw [e0, eS, if_neg (Fin.succ_ne_zero j).symm, hbi j]
-      simp only [neg_dotProduct, dotProduct_sub, dotProduct_smul, dotProduct_single,
+      simp only [neg_dotProduct, dotProduct_sub, dotProduct_smul, dotProduct_single, Pi.neg_apply,
         smul_eq_mul, hs]
       linear_combination b j * (1 - a 0) * hc
```
